# Above the spectrum, the Lanczos estimate of a diagonal resolvent element never exceeds the exact value

An electron hops on a finite cluster, and I want its local Green function $\langle v,(z-H)^{-1}v\rangle$ for a normalised orbital $v$. The cluster is large, so I run a few Lanczos steps from $v$, collect the orthonormal Lanczos vectors as the columns of a matrix $Q$, and take the first diagonal entry of $(z-Q^*HQ)^{-1}$ instead. When the real energy $z$ lies above all eigenvalues of $H$, the estimate seems to approach the exact value from below. Is it always a lower bound, however few steps I take? I would like to see the full argument, together with a proof that Lean has checked.

## The gap is a quadratic form in the solution error

Yes, it is always a lower bound, and all that is needed from the Lanczos process is that the columns of $Q$ are orthonormal and that $v$ is one of them.

Write $A=z-H$, $T=Q^*HQ$ and $B=z-T$, where $Q^*Q=1$. Let $v$ be column $j$ of $Q$, so that $v=Qe_j$ with $e_j$ the $j$-th unit vector. In your case $j$ is the first column.

**Both matrices are positive definite.** If $Ax=\lambda x$ with $x\neq0$, then $Hx=(z-\lambda)x$. Since $z$ is above every eigenvalue of $H$, $z-\lambda<z$, so $\lambda>0$. The Hermitian matrix $A$ therefore has only positive eigenvalues. Next,
$$Q^*AQ=z\,Q^*Q-Q^*HQ=z-T=B .$$
If $y\neq0$, then $Qy\neq0$, because $Q^*Qy=y$. Hence $y^*By=(Qy)^*A(Qy)>0$, and both $A$ and $B$ are invertible.

**The gap can be written exactly.** The projected method approximates the solution of $AX=Q$ by $QB^{-1}$. Its error is
$$D=A^{-1}Q-QB^{-1}.$$
Since $A^{-1}$ and $B^{-1}$ are Hermitian, $D^*=Q^*A^{-1}-B^{-1}Q^*$. Also $AD=Q-AQB^{-1}$. Multiplying out,
$$\begin{aligned}
D^*AD&=Q^*A^{-1}Q-Q^*A^{-1}AQB^{-1}-B^{-1}Q^*Q+B^{-1}Q^*AQB^{-1}\\
&=Q^*A^{-1}Q-B^{-1}-B^{-1}+B^{-1}\\
&=Q^*A^{-1}Q-B^{-1}.
\end{aligned}$$

**A diagonal entry gives the bound.** Let $d=De_j=A^{-1}v-QB^{-1}e_j$. The $jj$ entry of the identity is
$$\langle v,(z-H)^{-1}v\rangle-\big[(z-T)^{-1}\big]_{jj}=d^*Ad\ge0 .$$
Equality holds exactly when $d=0$, that is, when the projected solution of $(z-H)x=v$ is the exact one.

**More vectors never lower the estimate.** Keeping only some columns of $Q$ replaces it by $QP$, where the columns of $P$ are distinct unit vectors and $P^*P=1$. The smaller projected matrix is $P^*TP$. The same identity, with $T$ in place of $H$ and $P$ in place of $Q$, shows that the smaller basis gives an estimate no larger than the full one. Successive Lanczos steps thus give a nondecreasing sequence of lower bounds.

For a finite Hermitian Hamiltonian and exactly orthonormal Lanczos vectors, a truncated calculation of a local Green function above the spectrum therefore has an error of known sign.

## The Lean file

```lean
import Mathlib

open Matrix
open scoped ComplexOrder

namespace LanczosResolventBound

noncomputable section

variable {n m l : Type*} [Fintype n] [DecidableEq n] [Fintype m] [DecidableEq m]
  [Fintype l] [DecidableEq l]

/-- The shifted Hamiltonian `z - H` at a real energy `z`. -/
def shifted (H : Matrix n n ℂ) (z : ℝ) : Matrix n n ℂ :=
  (z : ℂ) • (1 : Matrix n n ℂ) - H

/-- The resolvent `(z - H)⁻¹`, for real `z` that is not an eigenvalue of `H`. -/
def green (H : Matrix n n ℂ) (z : ℝ) : Matrix n n ℂ := (shifted H z)⁻¹

/-- The matrix `Q* H Q`, which is the projected Hamiltonian when `Q` has orthonormal columns. -/
def lanczosMatrix (H : Matrix n n ℂ) (Q : Matrix n m ℂ) : Matrix m m ℂ := Qᴴ * H * Q

/-- The energy `z` lies above every real eigenvalue of `H`. -/
def AboveSpectrum (H : Matrix n n ℂ) (z : ℝ) : Prop :=
  ∀ (μ : ℝ) (x : n → ℂ), x ≠ 0 → H *ᵥ x = (μ : ℂ) • x → μ < z


/-- The exact solutions of `(z - H) X = Q` minus the projected ones, column by column, for
orthonormal columns of `Q` and `z` an eigenvalue neither of `H` nor of `Q* H Q`. -/
def solutionError (H : Matrix n n ℂ) (Q : Matrix n m ℂ) (z : ℝ) : Matrix n m ℂ :=
  green H z * Q - Q * green (lanczosMatrix H Q) z

omit [Fintype m] in
/-- For orthonormal columns of `Q`, projecting `z - H` gives `z - Q* H Q`. -/
theorem project_shifted (H : Matrix n n ℂ) {Q : Matrix n m ℂ} (z : ℝ) (hQ : Qᴴ * Q = 1) :
    Qᴴ * shifted H z * Q = shifted (lanczosMatrix H Q) z := by
  rw [shifted, shifted, lanczosMatrix, Matrix.mul_sub, Matrix.sub_mul, Matrix.mul_smul,
    Matrix.smul_mul, Matrix.mul_one, hQ]

/-- For Hermitian `H` and `z` above its eigenvalues, `z - H` is positive definite. -/
theorem posDef_shifted {H : Matrix n n ℂ} {z : ℝ} (hH : H.IsHermitian)
    (hz : AboveSpectrum H z) : (shifted H z).PosDef := by
  have hA : (shifted H z).IsHermitian := by
    unfold Matrix.IsHermitian shifted
    rw [conjTranspose_sub, conjTranspose_smul, conjTranspose_one, hH.eq]
    simp
  rw [hA.posDef_iff_eigenvalues_pos]
  intro i
  have hx := hA.mulVec_eigenvectorBasis i
  have h0 : (hA.eigenvectorBasis i).ofLp ≠ 0 := by
    intro h
    apply hA.eigenvectorBasis.orthonormal.ne_zero i
    ext k
    exact congrFun h k
  -- an eigenvalue `e` of `z - H` gives the eigenvalue `z - e` of `H`
  have key := hz (z - hA.eigenvalues i) _ h0 (by
    ext k
    have h := congrFun hx k
    nth_rewrite 1 [shifted] at h
    rw [Matrix.sub_mulVec, Matrix.smul_mulVec, Matrix.one_mulVec] at h
    simp only [Pi.sub_apply, Pi.smul_apply, smul_eq_mul, Complex.real_smul] at h ⊢
    push_cast
    linear_combination -h)
  linarith

/-- If `z - H` is positive definite and `Q` has orthonormal columns, then
`z - Q* H Q` is positive definite. -/
theorem posDef_projected {H : Matrix n n ℂ} {Q : Matrix n m ℂ} {z : ℝ}
    (hA : (shifted H z).PosDef) (hQ : Qᴴ * Q = 1) :
    (shifted (lanczosMatrix H Q) z).PosDef := by
  rw [← project_shifted H z hQ]
  apply hA.conjTranspose_mul_mul_same
  intro x y h
  have h' : Qᴴ *ᵥ (Q *ᵥ x) = Qᴴ *ᵥ (Q *ᵥ y) := congrArg (fun w => Qᴴ *ᵥ w) h
  rwa [Matrix.mulVec_mulVec, Matrix.mulVec_mulVec, hQ, Matrix.one_mulVec,
    Matrix.one_mulVec] at h'

omit [DecidableEq n] [Fintype m] [DecidableEq m] in
/-- A diagonal entry of `C* M C` is the quadratic form of `M` in the matching column of `C`. -/
theorem column_expectation (C : Matrix n m ℂ) (M : Matrix n n ℂ) (j : m) :
    (Cᴴ * M * C) j j = star (fun i => C i j) ⬝ᵥ M *ᵥ (fun i => C i j) := by
  rw [Matrix.mul_assoc]
  rfl

/-- For positive definite `z - H` and orthonormal columns of `Q`, the projected exact resolvent
minus the resolvent of `Q* H Q` is `D* (z - H) D`, with `D` the solution error. -/
theorem resolvent_gap {H : Matrix n n ℂ} {Q : Matrix n m ℂ} {z : ℝ}
    (hA : (shifted H z).PosDef) (hQ : Qᴴ * Q = 1) :
    Qᴴ * green H z * Q - green (lanczosMatrix H Q) z =
      (solutionError H Q z)ᴴ * shifted H z * solutionError H Q z := by
  have hB := posDef_projected hA hQ
  have uA := (Matrix.isUnit_iff_isUnit_det _).mp hA.isUnit
  have uB := (Matrix.isUnit_iff_isUnit_det _).mp hB.isUnit
  have lA : green H z * shifted H z = 1 := Matrix.nonsing_inv_mul _ uA
  have rA : shifted H z * green H z = 1 := Matrix.mul_nonsing_inv _ uA
  have lB : green (lanczosMatrix H Q) z * shifted (lanczosMatrix H Q) z = 1 :=
    Matrix.nonsing_inv_mul _ uB
  have gA : (green H z)ᴴ = green H z := by
    rw [green, conjTranspose_nonsing_inv, hA.isHermitian.eq]
  have gB : (green (lanczosMatrix H Q) z)ᴴ = green (lanczosMatrix H Q) z := by
    rw [green, conjTranspose_nonsing_inv, hB.isHermitian.eq]
  have hP := project_shifted H z hQ
  have h1 : shifted H z * solutionError H Q z =
      Q - shifted H z * Q * green (lanczosMatrix H Q) z := by
    rw [solutionError, Matrix.mul_sub, ← Matrix.mul_assoc, rA, Matrix.one_mul,
      ← Matrix.mul_assoc]
  have h2 : (solutionError H Q z)ᴴ =
      Qᴴ * green H z - green (lanczosMatrix H Q) z * Qᴴ := by
    rw [solutionError, conjTranspose_sub, conjTranspose_mul, conjTranspose_mul, gA, gB]
  rw [Matrix.mul_assoc (solutionError H Q z)ᴴ, h1, h2]
  generalize green (lanczosMatrix H Q) z = G at *
  -- each of the three remaining products collapses to the resolvent of `Q* H Q`
  have h3 : Qᴴ * green H z * (shifted H z * Q * G) = G := by
    calc _ = Qᴴ * (green H z * shifted H z) * Q * G := by simp only [Matrix.mul_assoc]
      _ = G := by rw [lA, Matrix.mul_one, hQ, Matrix.one_mul]
  have h4 : G * Qᴴ * Q = G := by rw [Matrix.mul_assoc, hQ, Matrix.mul_one]
  have h5 : G * Qᴴ * (shifted H z * Q * G) = G := by
    calc _ = G * (Qᴴ * shifted H z * Q) * G := by simp only [Matrix.mul_assoc]
      _ = G := by rw [hP, lB, Matrix.one_mul]
  rw [Matrix.sub_mul, Matrix.mul_sub, Matrix.mul_sub, h3, h4, h5]
  abel

/-- For Hermitian `H`, `z` above its eigenvalues and orthonormal columns of `Q`, column `j`
being `v`, the entry `j j` of `(z - Q* H Q)⁻¹` is at most `⟨v, (z - H)⁻¹ v⟩`. -/
theorem lanczos_lower_bound {H : Matrix n n ℂ} {Q : Matrix n m ℂ} {z : ℝ} {v : n → ℂ} {j : m}
    (hH : H.IsHermitian) (hz : AboveSpectrum H z) (hQ : Qᴴ * Q = 1)
    (hv : v = fun i => Q i j) :
    green (lanczosMatrix H Q) z j j ≤ star v ⬝ᵥ green H z *ᵥ v := by
  subst hv
  have hA := posDef_shifted hH hz
  have g := congrFun (congrFun (resolvent_gap hA hQ) j) j
  rw [Matrix.sub_apply, column_expectation, column_expectation] at g
  rw [← sub_nonneg, g]
  exact hA.posSemidef.dotProduct_mulVec_nonneg _

/-- For Hermitian `H`, `z` above its eigenvalues and orthonormal columns of `Q`, column `j`
being `v`, the bound is an equality exactly when the projected solution of `(z - H) x = v`
is the exact one. -/
theorem lanczos_bound_eq_iff {H : Matrix n n ℂ} {Q : Matrix n m ℂ} {z : ℝ} {v : n → ℂ} {j : m}
    (hH : H.IsHermitian) (hz : AboveSpectrum H z) (hQ : Qᴴ * Q = 1)
    (hv : v = fun i => Q i j) :
    green (lanczosMatrix H Q) z j j = star v ⬝ᵥ green H z *ᵥ v ↔
      green H z *ᵥ v = Q *ᵥ (fun i => green (lanczosMatrix H Q) z i j) := by
  subst hv
  have hA := posDef_shifted hH hz
  have g := congrFun (congrFun (resolvent_gap hA hQ) j) j
  rw [Matrix.sub_apply, column_expectation, column_expectation] at g
  have col : (fun i => solutionError H Q z i j) = green H z *ᵥ (fun i => Q i j) -
      Q *ᵥ (fun i => green (lanczosMatrix H Q) z i j) := by
    ext i
    rfl
  constructor
  · intro h
    by_contra hne
    have hd : (fun i => solutionError H Q z i j) ≠ 0 := by
      rw [col]
      exact sub_ne_zero.mpr hne
    have hpos := hA.dotProduct_mulVec_pos hd
    rw [← g, h, sub_self] at hpos
    exact lt_irrefl _ hpos
  · intro h
    have hd : (fun i => solutionError H Q z i j) = 0 := by rw [col, h, sub_self]
    rw [hd, Matrix.mulVec_zero, dotProduct_zero] at g
    exact (sub_eq_zero.mp g).symm


/-- For Hermitian `H`, `z` above its eigenvalues and orthonormal columns of `Q`, keeping only
the columns selected by an injective `f` does not raise the resolvent estimate. -/
theorem lanczos_bound_monotone {H : Matrix n n ℂ} {Q : Matrix n m ℂ} {z : ℝ} {f : l → m}
    (hH : H.IsHermitian) (hz : AboveSpectrum H z) (hQ : Qᴴ * Q = 1)
    (hf : Function.Injective f) (j : l) :
    green (lanczosMatrix H (Q.submatrix id f)) z j j ≤
      green (lanczosMatrix H Q) z (f j) (f j) := by
  -- `P` embeds the smaller basis in the larger one
  obtain ⟨P, hP⟩ : ∃ P : Matrix m l ℂ, P = (1 : Matrix m m ℂ).submatrix id f := ⟨_, rfl⟩
  have sel : ∀ M : Matrix m m ℂ, Pᴴ * M * P = M.submatrix f f := by
    intro M
    rw [hP, conjTranspose_submatrix, conjTranspose_one]
    ext i k
    simp [Matrix.mul_apply, Matrix.one_apply]
  have hPP : Pᴴ * P = 1 := by
    have h := sel 1
    rwa [Matrix.mul_one, Matrix.submatrix_one f hf] at h
  have hT : lanczosMatrix (lanczosMatrix H Q) P = lanczosMatrix H (Q.submatrix id f) := by
    rw [lanczosMatrix, sel]
    rfl
  have hB := posDef_projected (posDef_shifted hH hz) hQ
  have g := congrFun (congrFun (resolvent_gap hB hPP) j) j
  rw [Matrix.sub_apply, sel, column_expectation, hT, Matrix.submatrix_apply] at g
  rw [← sub_nonneg, g]
  exact hB.posSemidef.dotProduct_mulVec_nonneg _

end

end LanczosResolventBound
```

```lean
#print axioms LanczosResolventBound.lanczos_lower_bound
#print axioms LanczosResolventBound.lanczos_bound_eq_iff
#print axioms LanczosResolventBound.lanczos_bound_monotone
```

```
'LanczosResolventBound.lanczos_lower_bound' depends on axioms: [propext, Classical.choice, Quot.sound]
'LanczosResolventBound.lanczos_bound_eq_iff' depends on axioms: [propext, Classical.choice, Quot.sound]
'LanczosResolventBound.lanczos_bound_monotone' depends on axioms: [propext, Classical.choice, Quot.sound]
```

## What the theorems say about the cluster

The Hamiltonian is a complex matrix `H` on a finite index type `n`, and `m` labels the columns of `Q`. The definitions `shifted H z`, `green H z` and `lanczosMatrix H Q` are $z-H$, its inverse, and $Q^*HQ$. The energy `z` is real.

The hypothesis `AboveSpectrum H z` says that whenever $Hx=\mu x$ with $x\neq0$ and $\mu$ real, $\mu<z$. Restricting to real $\mu$ loses nothing for Hermitian `H`. Physically, the energy lies above the top of the band, where $z-H$ has a definite sign.

In `lanczos_lower_bound`, `hQ` is orthonormality and `hv` identifies `v` with column `j`, which makes `v` a unit vector. The expression `star v ⬝ᵥ green H z *ᵥ v` is the inner product, conjugate-linear in its first argument. The sign `≤` is the order on the complex numbers, in which $a\le b$ means that $b-a$ is real and nonnegative.

`lanczos_bound_eq_iff` is the equality criterion. In `lanczos_bound_monotone`, the injective map `f` selects the columns that are kept.

The Lanczos recursion itself does not appear: the theorems hold for any orthonormal columns, whether or not they span a Krylov space. They give no convergence rate and do not treat energies inside the band, complex `z` or infinite-dimensional Hamiltonians. Computed Lanczos vectors that have lost orthogonality do not satisfy `hQ`.

## From positivity to the bound in Lean

`posDef_shifted` uses Mathlib's criterion that a Hermitian matrix is positive definite when its eigenvalues are positive. It takes an eigenvector of $z-H$, rearranges the eigenvalue equation with `linear_combination`, and applies `hz` to the eigenvalue $z-\lambda$ of $H$.

`project_shifted` proves $Q^*AQ=B$. `posDef_projected` carries positivity over to $B$, obtaining the injectivity of $Q$ by multiplying with $Q^*$.

The central lemma is `resolvent_gap`, where `solutionError` is $D$. Its steps `h1` and `h2` compute $AD$ and $D^*$. Then `h3`, `h4` and `h5` reduce the last three products of the expansion to $B^{-1}$, and `abel` collects the terms.

`column_expectation` turns a diagonal entry of $D^*AD$ into $d^*Ad$. The lower bound follows because this form is nonnegative. For the equality criterion, strict positivity rules out $d\neq0$ when the gap vanishes; conversely, $d=0$ makes the gap zero.

In the monotonicity proof, `sel` shows that multiplying by $P^*$ and $P$ selects matrix entries, `hPP` gives $P^*P=1$, and `hT` identifies the smaller projected Hamiltonian. `resolvent_gap` is then applied with $Q^*HQ$ as the Hamiltonian and $P$ as the matrix of orthonormal columns.
